# The dyad of a right-handed massless Dirac spinor and the Casimir trick

If the full sum over both chiralities is used for one right-handed massless fermion, the squared amplitude also includes the left-handed contribution, and it is wrong whenever that contribution is nonzero. The parts below find the matrix that belongs to the right-handed spinor alone. It applies to polarised QED amplitudes at energies where the fermion mass is neglected, with free external spinors.

## Dirac matrices, momentum and spinor

```lean
import Mathlib

open Matrix

namespace MasslessCasimirTrick

noncomputable section
```

All matrices are complex and 4 by 4.

```lean
/-- Complex 4 by 4 matrices. -/
abbrev Mat := Matrix (Fin 4) (Fin 4) ℂ
```

The metric η has signature (+,−,−,−).

```lean
/-- The Minkowski metric with signature (+,-,-,-). -/
def eta (μ ν : Fin 4) : ℂ := if μ = ν then (if μ = 0 then 1 else -1) else 0
```

The Dirac matrices g0, g1, g2, g3 are any matrices obeying the Clifford relations, with g0 Hermitian and the others anti-Hermitian. These conditions make the free Dirac Hamiltonian Hermitian. No representation is chosen.

```lean
/-- Dirac matrices: the Clifford relations, with the time matrix Hermitian and the spatial
ones anti-Hermitian. -/
structure IsDirac (g : Fin 4 → Mat) : Prop where
  clifford : ∀ μ ν, g μ * g ν + g ν * g μ = (2 * eta μ ν) • (1 : Mat)
  herm : (g 0)ᴴ = g 0
  anti : ∀ i, i ≠ 0 → (g i)ᴴ = -g i
```

The momentum p has real contravariant components p0, p1, p2, p3, and slash(p) is its contraction with the Dirac matrices.

```lean
/-- The slashed momentum, for real contravariant components `p`. -/
def slash (g : Fin 4 → Mat) (p : Fin 4 → ℝ) : Mat :=
  (p 0 : ℂ) • g 0 - (p 1 : ℂ) • g 1 - (p 2 : ℂ) • g 2 - (p 3 : ℂ) • g 3
```

The chirality matrix is g5 = i g0 g1 g2 g3.

```lean
/-- The chirality matrix, `i` times the product of the four Dirac matrices. -/
def gamma5 (g : Fin 4 → Mat) : Mat := Complex.I • (g 0 * g 1 * g 2 * g 3)
```

A dagger denotes the conjugate transpose, and ubar = u†g0.

```lean
/-- The Dirac adjoint of a spinor, `u† g0`. -/
def diracBar (g : Fin 4 → Mat) (u : Fin 4 → ℂ) : Fin 4 → ℂ := star u ᵥ* g 0
```

`IsRightHanded` collects the assumptions on u: p is null, u solves the massless Dirac equation, its chirality is +1, and u†u = 2p0, the usual relativistic normalisation. The last condition forces p0 ≥ 0, so positivity is not a separate hypothesis. At p0 = 0 both p and u vanish.

```lean
/-- A spinor with `slash(p) u = 0`, `g5 u = u` and `u†u = 2 p0`, for a null momentum `p`. -/
structure IsRightHanded (g : Fin 4 → Mat) (p : Fin 4 → ℝ) (u : Fin 4 → ℂ) : Prop where
  null : p 0 ^ 2 = p 1 ^ 2 + p 2 ^ 2 + p 3 ^ 2
  dirac : slash g p *ᵥ u = 0
  chiral : gamma5 g *ᵥ u = u
  norm : star u ⬝ᵥ u = 2 * (p 0 : ℂ)
```

## (a) Sorting products of Dirac matrices

Show that, for μ ≠ ν,

gμ gμ = ημμ 1,  gμ gν = −gν gμ.

**Solution.** Setting both indices equal in the Clifford relation gives 2 gμ gμ = 2ημμ 1. For different indices its right side is zero.

Lean states the exchange rule for ν < μ, so that rewriting sorts products by index. It also states both rules with a further factor X on the right.

```lean
variable {g : Fin 4 → Mat} {p : Fin 4 → ℝ}

/-- Rules that sort any product of Dirac matrices by index and remove repeated factors. -/
theorem clifford_rules (h : IsDirac g) :
    (∀ μ, g μ * g μ = eta μ μ • (1 : Mat)) ∧
    (∀ μ (X : Mat), g μ * (g μ * X) = eta μ μ • X) ∧
    (∀ μ ν, ν < μ → g μ * g ν = -(g ν * g μ)) ∧
    (∀ μ ν (X : Mat), ν < μ → g μ * (g ν * X) = -(g ν * (g μ * X))) := by
  have a : ∀ μ, g μ * g μ = eta μ μ • (1 : Mat) := fun μ => by
    linear_combination (norm := module) (1 / 2 : ℂ) • h.clifford μ μ
  have b : ∀ μ ν, ν < μ → g μ * g ν = -(g ν * g μ) := fun μ ν hl => by
    have e := h.clifford μ ν
    rw [eta, if_neg (ne_of_gt hl), mul_zero, zero_smul] at e
    exact eq_neg_of_add_eq_zero_left e
  refine ⟨a, fun μ X => ?_, b, fun μ ν X hl => ?_⟩
  · rw [← mul_assoc, a, smul_mul_assoc, one_mul]
  · rw [← mul_assoc, b μ ν hl, neg_mul, mul_assoc]
```

## (b) Trace of an anticommuting product

Show that XY = −YX implies

tr(XY) = 0.

**Solution.** Cyclicity gives tr(XY) = tr(YX), while the hypothesis gives tr(XY) = −tr(YX). Adding the two gives 2 tr(XY) = 0.

```lean
/-- The product of two anticommuting matrices is traceless. -/
theorem trace_anticomm {X Y : Mat} (h : X * Y = -(Y * X)) : trace (X * Y) = 0 := by
  have t := trace_mul_comm X Y
  have t' := congrArg trace h
  rw [trace_neg] at t'
  linear_combination (1 / 2 : ℂ) * t + (1 / 2 : ℂ) * t'
```

## (c) Algebra of the chirality matrix

Show that, for every μ,

g5 gμ = −gμ g5,  g5² = 1,  g5† = g5,  tr(gμ g0 g5) = 0.

**Solution.** Moving gμ through g0 g1 g2 g3 passes three different matrices and itself, which gives the sign (−1)³. Sorting the square gives

(g0 g1 g2 g3)² = g0² g1² g2² g3² = −1,

and i² = −1 turns this into g5² = 1. For the adjoint,

g5† = −i (−1)³ g3 g2 g1 g0 = i g0 g1 g2 g3,

because reversing four anticommuting factors takes six exchanges.

For μ = 0 the trace is i tr(g0 · g1 g2 g3), whose two factors anticommute. For spatial μ, the product reduces, up to a factor ±i, to the two other spatial matrices, which also anticommute. Part (b) gives zero each time; these are `z1` to `z4` in the proof.

```lean
/-- The chirality matrix anticommutes with every Dirac matrix, squares to one, is Hermitian,
and has zero trace against `g^μ g^0`. -/
theorem gamma5_algebra (h : IsDirac g) :
    (∀ μ, gamma5 g * g μ = -(g μ * gamma5 g)) ∧ gamma5 g * gamma5 g = 1 ∧
    (gamma5 g)ᴴ = gamma5 g ∧ ∀ μ, trace (g μ * g 0 * gamma5 g) = 0 := by
  obtain ⟨a, b, c, d⟩ := clifford_rules h
  refine ⟨fun μ => ?_, ?_, ?_, fun μ => ?_⟩
  · fin_cases μ <;> simp [gamma5, mul_assoc, a, b, c, d, eta]
  · simp [gamma5, mul_assoc, a, d, eta, smul_smul]
  · simp [gamma5, mul_assoc, c, d, h.herm, h.anti]
  · have z1 := trace_anticomm (X := g 0) (Y := g 1 * (g 2 * g 3)) (by simp [mul_assoc, c, d])
    have z2 := trace_anticomm (X := g 2) (Y := g 3) (by simp [c])
    have z3 := trace_anticomm (X := g 1) (Y := g 3) (by simp [c])
    have z4 := trace_anticomm (X := g 1) (Y := g 2) (by simp [c])
    fin_cases μ <;> simp [gamma5, mul_assoc, a, b, c, d, eta, z1, z2, z3, z4]
```

## (d) A Hermitian matrix built from the momentum

Let p be null and F = slash(p) g0 (1 + g5). Show that

F† = F,  F² = 4p0 F,  tr F = 4p0,

slash(p) g0 + g0 slash(p) = 2p0 1.

**Solution.** Write S = slash(p), Q = S g0 and K = 1 + g5. In S g0 + g0 S the spatial terms cancel, leaving 2p0. Likewise

S² = (p0² − p1² − p2² − p3²) 1 = 0.

Since Q = p0 − Σj pj gj g0 and each gj g0 is Hermitian, Q† = Q. Next,

Q² = S (g0 S) g0 = S (2p0 − S g0) g0 = 2p0 Q.

The matrix g5 anticommutes with S and with g0, so K commutes with Q. Also K² = 2K. Hence

F† = KQ = QK = F,

F² = Q² K² = 4p0 F.

The trace of the anticommutator gives 2 tr Q = 8p0, and tr(Q g5) = 0 by (c), so tr F = 4p0. For p0 > 0, the normalised matrix F/(4p0) is an orthogonal projector of trace one.

The Lean facts `hSS`, `hSA`, `hQQ`, `hKQ` and `hKK` are these steps.

```lean
/-- For null `p`, `F = slash(p) g0 (1 + g5)` is Hermitian, obeys `F² = 4 p0 F` and has
trace `4 p0`; also `slash(p) g0 + g0 slash(p) = 2 p0`. -/
theorem energy_matrix (h : IsDirac g) (hp : p 0 ^ 2 = p 1 ^ 2 + p 2 ^ 2 + p 3 ^ 2) :
    (slash g p * g 0 * (1 + gamma5 g))ᴴ = slash g p * g 0 * (1 + gamma5 g) ∧
    slash g p * g 0 * (1 + gamma5 g) * (slash g p * g 0 * (1 + gamma5 g)) =
      (4 * (p 0 : ℂ)) • (slash g p * g 0 * (1 + gamma5 g)) ∧
    trace (slash g p * g 0 * (1 + gamma5 g)) = 4 * (p 0 : ℂ) ∧
    slash g p * g 0 + g 0 * slash g p = (2 * (p 0 : ℂ)) • (1 : Mat) := by
  obtain ⟨a, b, c, d⟩ := clifford_rules h
  obtain ⟨hG, hGG, hGh, hT⟩ := gamma5_algebra h
  have hp' : (p 0 : ℂ) ^ 2 = (p 1 : ℂ) ^ 2 + (p 2 : ℂ) ^ 2 + (p 3 : ℂ) ^ 2 := by
    exact_mod_cast hp
  -- the null condition makes slash(p) nilpotent
  have hSS : slash g p * slash g p = 0 := by
    have e : slash g p * slash g p =
        ((p 0 : ℂ) ^ 2 - (p 1 : ℂ) ^ 2 - (p 2 : ℂ) ^ 2 - (p 3 : ℂ) ^ 2) • (1 : Mat) := by
      simp [slash, mul_sub, sub_mul, a, c, eta]
      module
    rw [e, hp']
    module
  have hSA : slash g p * g 0 + g 0 * slash g p = (2 * (p 0 : ℂ)) • (1 : Mat) := by
    simp [slash, mul_sub, sub_mul, a, c, eta]
    module
  have hQh : (slash g p * g 0)ᴴ = slash g p * g 0 := by
    simp [slash, sub_mul, c, h.herm, h.anti]
  have hGS : gamma5 g * slash g p = -(slash g p * gamma5 g) := by
    simp only [slash, mul_sub, sub_mul, mul_smul_comm, smul_mul_assoc, hG]
    module
  have hQQ : slash g p * g 0 * (slash g p * g 0) = (2 * (p 0 : ℂ)) • (slash g p * g 0) := by
    calc _ = slash g p * (g 0 * slash g p) * g 0 := by simp only [mul_assoc]
      _ = _ := by
          rw [eq_sub_of_add_eq' hSA, mul_sub, sub_mul, ← mul_assoc (slash g p) (slash g p), hSS,
            zero_mul, zero_mul, sub_zero, mul_smul_comm, mul_one, smul_mul_assoc]
  have hKQ : (1 + gamma5 g) * (slash g p * g 0) = slash g p * g 0 * (1 + gamma5 g) := by
    rw [add_mul, mul_add, one_mul, mul_one, ← mul_assoc (gamma5 g), hGS, neg_mul,
      mul_assoc _ (gamma5 g), hG, mul_neg, neg_neg, ← mul_assoc]
  have hKK : (1 + gamma5 g) * (1 + gamma5 g) = (2 : ℂ) • (1 + gamma5 g) := by
    simp only [add_mul, mul_add, one_mul, mul_one, hGG]
    module
  refine ⟨?_, ?_, ?_, hSA⟩
  · rw [conjTranspose_mul, hQh, conjTranspose_add, conjTranspose_one, hGh, hKQ]
  · calc _ = slash g p * g 0 * ((1 + gamma5 g) * (slash g p * g 0)) * (1 + gamma5 g) := by
          simp only [mul_assoc]
      _ = slash g p * g 0 * (slash g p * g 0) * ((1 + gamma5 g) * (1 + gamma5 g)) := by
          rw [hKQ]; simp only [mul_assoc]
      _ = _ := by
          rw [hQQ, hKK, smul_mul_assoc, mul_smul_comm, smul_smul]
          congr 1
          ring
  · have e := congrArg trace hSA
    rw [trace_add, trace_mul_comm (g 0), trace_smul, trace_one] at e
    simp only [Fintype.card_fin, smul_eq_mul] at e
    push_cast at e
    have t : trace (slash g p * g 0 * gamma5 g) = 0 := by
      simp only [slash, sub_mul, smul_mul_assoc, trace_sub, trace_smul, hT, smul_zero, sub_zero]
    rw [mul_add, mul_one, trace_add, t]
    linear_combination (1 / 2 : ℂ) * e
```

## (e) The dyad of one spinor

For u satisfying `IsRightHanded`, show that

u ubar = slash(p) (1 − g5)/2.

**Solution.** Let R = u u†. Then R† = R, R² = 2p0 R, tr R = 2p0, SR = 0 and g5 R = R. Therefore

FR = 2 S g0 R = 2 (2p0 − g0 S) R = 4p0 R,

and the adjoint gives RF = 4p0 R. Put D = F − 2R, which is Hermitian. Then

D² = F² − 2FR − 2RF + 4R² = 4p0 F − 8p0 R,

tr(D†D) = 16p0² − 16p0² = 0.

This trace is the sum of |Dij|², so D = 0 and F = 2R. Multiply on the right by g0. With (1 + g5) g0 = g0 (1 − g5) and g0² = 1,

2 u ubar = S (1 − g5).

Passing g0 is what turns chirality +1 into a minus sign.

In Lean, `vecMulVec u (diracBar g u)` is the matrix u ubar, and `hD` is the vanishing of D.

```lean
/-- A spinor with `slash(p) u = 0`, `g5 u = u` and `u†u = 2 p0`, for null `p`, satisfies
`u ubar = slash(p) (1 - g5)/2`. -/
theorem right_handed_dyad (h : IsDirac g) {u : Fin 4 → ℂ} (hu : IsRightHanded g p u) :
    vecMulVec u (diracBar g u) = slash g p * ((1 / 2 : ℂ) • (1 - gamma5 g)) := by
  obtain ⟨hF, hFF, hFt, hSA⟩ := energy_matrix h hu.null
  have hG := (gamma5_algebra h).1 0
  have hAA : g 0 * g 0 = 1 := by simpa [eta] using (clifford_rules h).1 0
  have act : ∀ M : Mat, M * vecMulVec u (star u) = vecMulVec (M *ᵥ u) (star u) := fun M => by
    ext i j
    simp [mul_apply, vecMulVec_apply, mulVec, dotProduct, Fin.sum_univ_four]
    ring
  have hbar : vecMulVec u (diracBar g u) = vecMulVec u (star u) * g 0 := by
    ext i j
    simp [diracBar, mul_apply, vecMulVec_apply, vecMul, dotProduct, Fin.sum_univ_four]
    ring
  have hR : (vecMulVec u (star u))ᴴ = vecMulVec u (star u) := by
    ext i j
    simp [vecMulVec_apply, mul_comm]
  have hRt : trace (vecMulVec u (star u)) = 2 * (p 0 : ℂ) := by
    rw [← hu.norm]
    simp [trace, vecMulVec_apply, dotProduct, Fin.sum_univ_four, mul_comm]
  have hRR : vecMulVec u (star u) * vecMulVec u (star u) =
      (2 * (p 0 : ℂ)) • vecMulVec u (star u) := by
    rw [← hu.norm]
    ext i j
    simp [mul_apply, vecMulVec_apply, dotProduct, Fin.sum_univ_four]
    ring
  have hSR : slash g p * vecMulVec u (star u) = 0 := by
    rw [act, hu.dirac]
    ext i j
    simp [vecMulVec_apply]
  have hGR : gamma5 g * vecMulVec u (star u) = vecMulVec u (star u) := by rw [act, hu.chiral]
  rw [hbar]
  generalize vecMulVec u (star u) = R at *
  have hFR : slash g p * g 0 * (1 + gamma5 g) * R = (4 * (p 0 : ℂ)) • R := by
    rw [mul_assoc, add_mul, one_mul, hGR, eq_sub_of_add_eq hSA, mul_add, sub_mul, mul_assoc, hSR,
      mul_zero, sub_zero, smul_mul_assoc, one_mul]
    module
  have hRF : R * (slash g p * g 0 * (1 + gamma5 g)) = (4 * (p 0 : ℂ)) • R := by
    have e := congrArg conjTranspose hFR
    have hc : star (4 * (p 0 : ℂ)) = 4 * (p 0 : ℂ) := by simp
    rwa [conjTranspose_mul, conjTranspose_smul, hR, hF, hc] at e
  -- the difference F - 2R has vanishing Hilbert-Schmidt norm
  have hD : slash g p * g 0 * (1 + gamma5 g) - (R + R) = 0 := by
    open scoped ComplexOrder in
    apply trace_conjTranspose_mul_self_eq_zero_iff.mp
    rw [conjTranspose_sub, hF, conjTranspose_add, hR]
    simp only [sub_mul, mul_sub, add_mul R R, mul_add _ R R, hFF, hFR, hRF,
      hRR, trace_sub, trace_add, trace_smul, hFt, hRt, smul_eq_mul]
    ring
  have hS : slash g p * (1 - gamma5 g) = (R + R) * g 0 := by
    have e : (1 + gamma5 g) * g 0 = g 0 * (1 - gamma5 g) := by
      rw [add_mul, mul_sub, one_mul, mul_one, hG, sub_eq_add_neg]
    rw [← sub_eq_zero.mp hD, mul_assoc, e, mul_assoc, ← mul_assoc (g 0), hAA, one_mul]
  rw [mul_smul_comm, hS, add_mul]
  module
```

## (f) The squared amplitude as a trace

Let w be right-handed with momentum k, and let Γ be any matrix. Show that

|wbar Γ u|² = tr[ slash(k) (1 − g5)/2 Γ slash(p) (1 − g5)/2 g0 Γ† g0 ].

**Solution.** Since g0² = 1, the complex conjugate of wbar Γ u is

u† Γ† g0 w = ubar (g0 Γ† g0) w.

Multiplying the two numbers gives

(wbar Γ u)(ubar g0 Γ† g0 w) = tr[ w wbar Γ u ubar g0 Γ† g0 ].

Now insert (e) for both dyads. Here `hconj` is the conjugation step and `tr` the trace of two dyads. The identity covers one spinor amplitude. Couplings and internal propagators of that amplitude can be included in Γ; phase space is not treated.

```lean
/-- Casimir trick for right-handed massless spinors: the squared modulus of `wbar Γ u` is a
trace over slashed momenta, chiral projectors, `Γ` and `g0 Γ† g0`. -/
theorem casimir_trick (h : IsDirac g) {k : Fin 4 → ℝ} {u w : Fin 4 → ℂ}
    (hu : IsRightHanded g p u) (hw : IsRightHanded g k w) (Γ : Mat) :
    (Complex.normSq (diracBar g w ⬝ᵥ Γ *ᵥ u) : ℂ) =
      trace (slash g k * ((1 / 2 : ℂ) • (1 - gamma5 g)) * Γ *
        (slash g p * ((1 / 2 : ℂ) • (1 - gamma5 g)) * (g 0 * Γᴴ * g 0))) := by
  have hAA : g 0 * g 0 = 1 := by simpa [eta] using (clifford_rules h).1 0
  have right : ∀ (x y : Fin 4 → ℂ) (M : Mat), vecMulVec x y * M = vecMulVec x (y ᵥ* M) := by
    intro x y M
    ext i j
    simp [mul_apply, vecMulVec_apply, vecMul, dotProduct, Fin.sum_univ_four]
    ring
  have tr : ∀ x y z v : Fin 4 → ℂ,
      trace (vecMulVec x y * vecMulVec z v) = (y ⬝ᵥ z) * (v ⬝ᵥ x) := by
    intro x y z v
    simp [trace, mul_apply, vecMulVec_apply, dotProduct, Fin.sum_univ_four]
    ring
  -- the conjugate amplitude is the reversed one
  have hconj : star (diracBar g w ⬝ᵥ Γ *ᵥ u) = diracBar g u ᵥ* (g 0 * Γᴴ * g 0) ⬝ᵥ w := by
    have e : g 0 * (g 0 * Γᴴ * g 0) = (g 0 * Γ)ᴴ := by
      rw [conjTranspose_mul, h.herm, mul_assoc, ← mul_assoc (g 0) (g 0), hAA, one_mul]
    rw [diracBar, diracBar, vecMul_vecMul, e, ← star_mulVec, ← dotProduct_mulVec, mulVec_mulVec]
    exact (star_dotProduct _ _).symm
  rw [← right_handed_dyad h hu, ← right_handed_dyad h hw, right w (diracBar g w) Γ,
    right u (diracBar g u) (g 0 * Γᴴ * g 0), tr, ← hconj, ← dotProduct_mulVec]
  exact (Complex.mul_conj _).symm
```

## (g) A numerical instance in the Weyl representation

Show that the Weyl matrices satisfy `IsDirac`, and that the following pair satisfies `IsRightHanded`:

p = (2, 0, 0, 2),  u = (0, 0, 2, 0).

**Solution.** In 2 by 2 blocks, g0 has 1 in both off-diagonal blocks, and gj has σj at upper right and −σj at lower left, where σj are the Pauli matrices. The Pauli relations give the Clifford and Hermiticity conditions, and g5 = diag(−1, −1, 1, 1), so g5 u = u.

The matrix slash(p) = 2(g0 − g3) has upper right block diag(0, 4) and lower left block diag(4, 0). Hence slash(p) u = 0. Also 2² = 0² + 0² + 2² and u†u = 4 = 2p0.

To see (e) in numbers, note that ubar = (2, 0, 0, 0). Counting from 0, u ubar has the single nonzero entry 4 in row 2, column 0. The factor (1 − g5)/2 = diag(1, 1, 0, 0) keeps exactly that entry of slash(p).

Lean checks the products on integer matrices, with the factor i of g2 split off, and then transfers them to complex numbers.

```lean
/-- Integer matrices behind the Weyl matrices; the one with index 2 has its factor `i` removed. -/
def weylInt : Fin 4 → Matrix (Fin 4) (Fin 4) ℤ :=
  ![!![0, 0, 1, 0; 0, 0, 0, 1; 1, 0, 0, 0; 0, 1, 0, 0],
    !![0, 0, 0, 1; 0, 0, 1, 0; 0, -1, 0, 0; -1, 0, 0, 0],
    !![0, 0, 0, -1; 0, 0, 1, 0; 0, 1, 0, 0; -1, 0, 0, 0],
    !![0, 0, 1, 0; 0, 0, 0, -1; -1, 0, 0, 0; 0, 1, 0, 0]]

/-- The Dirac matrices in the Weyl representation; the one with index 2 carries a factor `i`. -/
def weyl (μ : Fin 4) : Mat :=
  (if μ = 2 then Complex.I else 1) • (Int.castRingHom ℂ).mapMatrix (weylInt μ)

/-- The Weyl matrices are Dirac matrices, and `(0,0,2,0)` is a normalised right-handed spinor
for the momentum `(2,0,0,2)`. -/
theorem right_handed_dyad_witness :
    IsDirac weyl ∧ IsRightHanded weyl ![2, 0, 0, 2] ![0, 0, 2, 0] := by
  have k : ∀ μ ν, weylInt μ * weylInt ν + weylInt ν * weylInt μ =
      Matrix.diagonal fun _ => if μ = ν then (if μ = 0 ∨ μ = 2 then 2 else -2) else 0 := by
    intro μ ν
    fin_cases μ <;> fin_cases ν <;> decide +kernel
  have k5 : weylInt 0 * weylInt 1 * weylInt 2 * weylInt 3 =
      !![1, 0, 0, 0; 0, 1, 0, 0; 0, 0, -1, 0; 0, 0, 0, -1] := by decide +kernel
  refine ⟨⟨fun μ ν => ?_, ?_, fun i hi => ?_⟩, ⟨by simp, ?_, ?_, ?_⟩⟩
  · have m : weyl μ * weyl ν + weyl ν * weyl μ =
        ((if μ = 2 then Complex.I else 1) * (if ν = 2 then Complex.I else 1)) •
          (Int.castRingHom ℂ).mapMatrix (weylInt μ * weylInt ν + weylInt ν * weylInt μ) := by
      rw [map_add, map_mul, map_mul]
      simp only [weyl, smul_mul_assoc, mul_smul_comm]
      module
    rw [m]
    clear m
    ext i j
    rw [Matrix.smul_apply, Matrix.smul_apply, RingHom.mapMatrix_apply, Matrix.map_apply, k,
      Matrix.diagonal_apply, Matrix.one_apply]
    by_cases hij : i = j <;> fin_cases μ <;> fin_cases ν <;> simp [hij, eta]
  · ext i j
    fin_cases i <;> fin_cases j <;> simp [weyl, weylInt]
  · fin_cases i
    · exact absurd rfl hi
    all_goals
      ext i j
      fin_cases i <;> fin_cases j <;> simp [weyl, weylInt]
  · ext i
    fin_cases i <;> simp [slash, weyl, weylInt, mulVec, dotProduct, Fin.sum_univ_four]
  · have e : gamma5 weyl = -(Int.castRingHom ℂ).mapMatrix
        !![1, 0, 0, 0; 0, 1, 0, 0; 0, 0, -1, 0; 0, 0, 0, -1] := by
      rw [← k5, map_mul, map_mul, map_mul]
      simp [gamma5, weyl, smul_smul]
    rw [e]
    ext i
    fin_cases i <;> simp [mulVec, dotProduct, Fin.sum_univ_four]
  · simp [dotProduct, Fin.sum_univ_four]
    exact map_ofNat (starRingEnd ℂ) 2

end

end MasslessCasimirTrick
```

```lean
#print axioms MasslessCasimirTrick.casimir_trick
```

```
'MasslessCasimirTrick.casimir_trick' depends on axioms: [propext, Classical.choice, Quot.sound]
```
